# In a product of geminals on disjoint orbital sets, pair transfer between sets averages to zero, while joint pair occupation across sets factorises

In a GVB-type product of normalised geminals on disjoint orbital sets, moving an electron pair from one orbital to another has a non-zero expectation only within a geminal. Finding pairs in two different orbitals at once is possible only across geminals, and there its probability is the product of the two separate probabilities. This product looks like statistical independence. But if different geminals are independent, why does the transfer expectation between them vanish instead of becoming a product of amplitudes?

## Independent geminals, each with exactly one pair

Let $P_p^+=a^+_{p\uparrow}a^+_{p\downarrow}$ create a pair in orbital $p$, and let $P_p=a_{p\downarrow}a_{p\uparrow}$ remove it. The geminal on the orbital set $S_k$ is $G_k=\sum_{p\in S_k}c_pP_p^+$ with $\sum_{p\in S_k}|c_p|^2=1$, and $\Psi$ is the product of the $G_k$ acting on the vacuum. For $p\in S_k$ and $q\in S_l$,

$$\langle P_p^+P_q\rangle=\begin{cases}\overline{c_p}\,c_q & k=l\\ 0 & k\ne l\end{cases}$$

and, if also $p\neq q$,

$$\langle P_p^+P_p\,P_q^+P_q\rangle=\begin{cases}0 & k=l\\ |c_pc_q|^2 & k\neq l.\end{cases}$$

Both values across sets are products of averages. The pair occupation $P_p^+P_p$ has average $|c_p|^2$, whereas $P_q$ alone has average zero, because it changes the number of pairs in a geminal that holds exactly one.

In the energy of such a state, which has no correlation between geminals, the transfer values multiply the exchange-type integrals for pair hopping. The joint occupations weight the Coulomb and exchange integrals between orbitals.

## Removing one pair, then two

For $p\ne q$, $a_{p\sigma}$ anticommutes with both creators in $P_q^+$. The two signs cancel, so $a_{p\sigma}P_q^+=P_q^+a_{p\sigma}$. If $p$ lies in none of the sets used in a geminal product, $a_{p\sigma}$ therefore passes through to the vacuum and gives zero.

Now let $x$ be a state with $a_{p\uparrow}x=a_{p\downarrow}x=0$. Then $a_{p\uparrow}a^+_{p\downarrow}x=-a^+_{p\downarrow}a_{p\uparrow}x=0$, and

$$P_pP_p^+x=a_{p\downarrow}(1-a^+_{p\uparrow}a_{p\uparrow})a^+_{p\downarrow}x=a_{p\downarrow}a^+_{p\downarrow}x=x-a^+_{p\downarrow}a_{p\downarrow}x=x.$$

For $r\neq p$, $P_pP_r^+x=P_r^+P_px=0$. Hence $P_pG_kx=c_px$ when $p\in S_k$.

A creator passes a pair creator with two cancelling signs, so pair creators commute, and so do geminals. We can write $\Psi=G_k\Psi^{(k)}$, where $\Psi^{(k)}$ lacks $G_k$. Since the sets are disjoint, $p\in S_k$ is empty in $\Psi^{(k)}$, and

$$P_p\Psi=c_p\Psi^{(k)}.$$

The norm follows by removing one geminal at a time:

$$\langle G_k\Psi^{(k)}|G_k\Psi^{(k)}\rangle=\sum_{p\in S_k}c_p\langle P_pG_k\Psi^{(k)}|\Psi^{(k)}\rangle=\sum_{p\in S_k}|c_p|^2\langle\Psi^{(k)}|\Psi^{(k)}\rangle=\langle\Psi^{(k)}|\Psi^{(k)}\rangle.$$

This continues down to the unit vacuum, so every such product has norm one.

For the transfer, adjointness gives

$$\langle P_p^+P_q\rangle=\langle P_p\Psi|P_q\Psi\rangle=\overline{c_p}\,c_q\,\langle\Psi^{(k)}|\Psi^{(l)}\rangle.$$

If $k=l$, the overlap is one. If $k\ne l$, $\Psi^{(l)}$ still contains $G_k$. Moving its pair creators to the left factor as annihilators $P_r$, $r\in S_k$, gives zero, since $\Psi^{(k)}$ has no electrons in $S_k$.

For the joint occupation with $p\neq q$, $P_p$ commutes with $P_q^+$, so

$$\langle P_p^+P_pP_q^+P_q\rangle=\langle P_qP_p\Psi|P_pP_q\Psi\rangle.$$

Within one set, $P_pP_q\Psi=c_qP_p\Psi^{(k)}=0$. Across sets, both sides equal $c_pc_q$ times the normalised product without $G_k$ and $G_l$, which gives $|c_pc_q|^2$.

## The same algebra in Lean

```lean
import Mathlib

open ComplexConjugate

noncomputable section

namespace GVBPairAlgebra

variable {ι κ V : Type*} [NormedAddCommGroup V] [InnerProductSpace ℂ V]

-- The usual fermionic Fock space is an instance; its construction is left out for length.
/-- Fermionic annihilators `a` and creators `ad` of spin orbitals (orbital, spin): they are
adjoint, obey the canonical anticommutation relations, and `vac` is a unit vacuum. -/
structure CAR (a ad : ι × Bool → Module.End ℂ V) (vac : V) : Prop where
  adj : ∀ i x y, inner ℂ (ad i x) y = inner ℂ x (a i y)
  create : ∀ i j, ad i * ad j + ad j * ad i = 0
  same : ∀ i, a i * ad i + ad i * a i = 1
  ne : ∀ i j, i ≠ j → a i * ad j + ad j * a i = 0
  empty : ∀ i, a i vac = 0
  unit : ‖vac‖ = 1

/-- The pair creator `P_p⁺`, which puts an up and a down electron in orbital `p`. -/
def pairCr (ad : ι × Bool → Module.End ℂ V) (p : ι) : Module.End ℂ V :=
  ad (p, true) * ad (p, false)

/-- The pair annihilator `P_p`. -/
def pairAn (a : ι × Bool → Module.End ℂ V) (p : ι) : Module.End ℂ V :=
  a (p, false) * a (p, true)

/-- The pair occupation `P_p⁺ P_p` of orbital `p`. -/
def pairOcc (a ad : ι × Bool → Module.End ℂ V) (p : ι) : Module.End ℂ V :=
  pairCr ad p * pairAn a p

/-- The geminal creator `∑ c_p P_p⁺` over the orbital set `S`. -/
def geminal (ad : ι × Bool → Module.End ℂ V) (c : ι → ℂ) (S : Finset ι) : Module.End ℂ V :=
  ∑ p ∈ S, c p • pairCr ad p

/-- The product of the geminals on the listed orbital sets, applied to the vacuum. -/
def gvb (ad : ι × Bool → Module.End ℂ V) (vac : V) (c : ι → ℂ) (s : κ → Finset ι) :
    List κ → V
  | [] => vac
  | k :: L => geminal ad c (s k) (gvb ad vac c s L)

variable {a ad : ι × Bool → Module.End ℂ V} {vac : V} {c : ι → ℂ} {s : κ → Finset ι}
  {L : List κ} {p q : ι}

local notation "Ψ" => gvb ad vac c s

/-- An annihilator commutes with the pair creator of a different orbital. -/
theorem annihilator_pair (F : CAR a ad vac) (h : p ≠ q) (σ : Bool) (x : V) :
    a (p, σ) (pairCr ad q x) = pairCr ad q (a (p, σ) x) := by
  have h1 := F.ne (p, σ) (q, true) (by simp [h])
  have h2 := F.ne (p, σ) (q, false) (by simp [h])
  have e : a (p, σ) * pairCr ad q = pairCr ad q * a (p, σ) := by
    unfold pairCr
    linear_combination (norm := noncomm_ring) h1 * ad (q, false) - ad (q, true) * h2
  exact LinearMap.congr_fun e x

/-- An orbital outside all the listed sets is empty in the geminal product. -/
theorem annihilator_gvb (F : CAR a ad vac) (hp : ∀ k ∈ L, p ∉ s k) (σ : Bool) :
    a (p, σ) (Ψ L) = 0 := by
  induction L with
  | nil => exact F.empty _
  | cons k L ih =>
    change a (p, σ) (geminal ad c (s k) (Ψ L)) = 0
    simp only [geminal, LinearMap.sum_apply, LinearMap.smul_apply, map_sum, map_smul]
    refine Finset.sum_eq_zero fun r hr => ?_
    have hpr : p ≠ r := fun h => hp k (by simp) (by rw [h]; exact hr)
    rw [annihilator_pair F hpr, ih (fun j hj => hp j (List.mem_cons_of_mem _ hj)),
      map_zero, smul_zero]

/-- If orbital `p` of the set `S` is empty in `x`, then `P_p` undoes the geminal on `S`
and leaves the amplitude `c_p`. -/
theorem pairAn_geminal (F : CAR a ad vac) {S : Finset ι} {x : V} (hp : p ∈ S)
    (h0 : ∀ σ, a (p, σ) x = 0) : pairAn a p (geminal ad c S x) = c p • x := by
  have same : pairAn a p (pairCr ad p x) = x := by
    have h1 : a (p, true) (ad (p, true) (ad (p, false) x)) +
        ad (p, true) (a (p, true) (ad (p, false) x)) = ad (p, false) x :=
      LinearMap.congr_fun (F.same (p, true)) _
    have h2 : a (p, true) (ad (p, false) x) + ad (p, false) (a (p, true) x) = 0 :=
      LinearMap.congr_fun (F.ne (p, true) (p, false) (by simp)) x
    have h3 : a (p, false) (ad (p, false) x) + ad (p, false) (a (p, false) x) = x :=
      LinearMap.congr_fun (F.same (p, false)) x
    rw [h0, map_zero, add_zero] at h2 h3
    rw [h2, map_zero, add_zero] at h1
    change a (p, false) (a (p, true) (ad (p, true) (ad (p, false) x))) = x
    rw [h1, h3]
  simp only [geminal, LinearMap.sum_apply, LinearMap.smul_apply, map_sum, map_smul]
  rw [Finset.sum_eq_single p _ (fun h => absurd hp h), same]
  intro r _ hr
  rw [pairAn, Module.End.mul_apply, annihilator_pair F hr.symm, h0, map_zero, map_zero,
    smul_zero]

/-- The pair creator and the pair annihilator of an orbital are adjoint. -/
theorem inner_pairCr (F : CAR a ad vac) (p : ι) (x y : V) :
    inner ℂ x (pairCr ad p y) = inner ℂ (pairAn a p x) y := by
  have h : inner ℂ (pairCr ad p y) x = inner ℂ y (pairAn a p x) := by
    rw [pairCr, pairAn, Module.End.mul_apply, Module.End.mul_apply, F.adj, F.adj]
  rw [← inner_conj_symm, h, inner_conj_symm]

/-- A product of normalised geminals on distinct, disjoint orbital sets is normalised. -/
theorem gvb_normalised (F : CAR a ad vac) (hd : ∀ k l, k ≠ l → Disjoint (s k) (s l))
    (hL : L.Nodup) (hn : ∀ k ∈ L, ∑ p ∈ s k, ‖c p‖ ^ 2 = 1) :
    inner ℂ (Ψ L) (Ψ L) = 1 := by
  induction L with
  | nil =>
    change inner ℂ vac vac = 1
    rw [inner_self_eq_norm_sq_to_K, F.unit]
    simp
  | cons k L ih =>
    obtain ⟨hk, hL'⟩ := List.nodup_cons.1 hL
    have hi := ih hL' (fun j hj => hn j (List.mem_cons_of_mem _ hj))
    have key : ∀ z w, inner ℂ z (geminal ad c (s k) w) =
        ∑ p ∈ s k, c p * inner ℂ (pairAn a p z) w := by
      intro z w
      simp only [geminal, LinearMap.sum_apply, LinearMap.smul_apply, inner_sum,
        inner_smul_right, inner_pairCr F]
    rw [gvb, key, ← Complex.ofReal_one, ← hn k (by simp), Complex.ofReal_sum]
    refine Finset.sum_congr rfl fun p hp => ?_
    rw [pairAn_geminal F hp (annihilator_gvb F fun j hj hpj => Finset.disjoint_left.1
      (hd j k (fun h => hk (h ▸ hj))) hpj hp), inner_smul_left, hi, mul_one,
      Complex.mul_conj, Complex.normSq_eq_norm_sq]

variable [DecidableEq κ] {k l : κ}

/-- Any geminal of the product can be moved to the front. -/
theorem gvb_front (F : CAR a ad vac) (hk : k ∈ L) :
    Ψ L = geminal ad c (s k) (Ψ (L.erase k)) := by
  have h1 : ∀ i q, Commute (ad i) (pairCr ad q) := fun i q => by
    change ad i * (ad (q, true) * ad (q, false)) = ad (q, true) * ad (q, false) * ad i
    linear_combination (norm := noncomm_ring)
      F.create i (q, true) * ad (q, false) - ad (q, true) * F.create i (q, false)
  have h2 : ∀ S T, Commute (geminal ad c S) (geminal ad c T) := fun S T =>
    Commute.sum_left _ _ _ fun p _ => Commute.sum_right _ _ _ fun q _ =>
      (((h1 (p, true) q).mul_left (h1 (p, false) q)).smul_left (c p)).smul_right (c q)
  induction L with
  | nil => simp at hk
  | cons j L ih =>
    by_cases h : j = k
    · subst h
      rw [List.erase_cons_head, gvb]
    · rw [List.erase_cons_tail (by simpa using h), gvb, gvb,
        ih ((List.mem_cons.1 hk).resolve_left (Ne.symm h))]
      exact LinearMap.congr_fun (h2 (s j) (s k)).eq _

/-- For disjoint sets, each listed once, `P_p` removes the geminal that contains orbital `p`
and leaves the amplitude `c_p`. -/
theorem pairAn_gvb (F : CAR a ad vac) (hd : ∀ k l, k ≠ l → Disjoint (s k) (s l))
    (hL : L.Nodup) (hk : k ∈ L) (hp : p ∈ s k) :
    pairAn a p (Ψ L) = c p • Ψ (L.erase k) := by
  rw [gvb_front F hk]
  exact pairAn_geminal F hp (annihilator_gvb F fun j hj hpj =>
    Finset.disjoint_left.1 (hd j k (hL.mem_erase_iff.1 hj).1) hpj hp)

/-- For normalised geminals on disjoint sets, each listed once, `⟨P_p⁺ P_q⟩` is
`conj(c_p) c_q` if `p` and `q` lie in one set and zero if they lie in different sets. -/
theorem pair_density (F : CAR a ad vac) (hd : ∀ k l, k ≠ l → Disjoint (s k) (s l))
    (hL : L.Nodup) (hn : ∀ k ∈ L, ∑ p ∈ s k, ‖c p‖ ^ 2 = 1)
    (hk : k ∈ L) (hl : l ∈ L) (hp : p ∈ s k) (hq : q ∈ s l) :
    inner ℂ (Ψ L) (pairCr ad p (pairAn a q (Ψ L))) =
      if k = l then conj (c p) * c q else 0 := by
  rw [inner_pairCr F, pairAn_gvb F hd hL hk hp, pairAn_gvb F hd hL hl hq,
    inner_smul_left, inner_smul_right]
  split_ifs with h
  · subst h
    rw [gvb_normalised F hd (hL.erase _) (fun j hj => hn j (List.mem_of_mem_erase hj)),
      mul_one]
  · -- one product contains the geminal `k`, the other has all orbitals of that set empty
    have z : inner ℂ (Ψ (L.erase k)) (Ψ (L.erase l)) = 0 := by
      rw [gvb_front F (hL.mem_erase_iff.2 ⟨h, hk⟩)]
      simp only [geminal, LinearMap.sum_apply, LinearMap.smul_apply, inner_sum,
        inner_smul_right, inner_pairCr F]
      refine Finset.sum_eq_zero fun r hr => ?_
      rw [pairAn, Module.End.mul_apply, annihilator_gvb F (fun j hj hrj =>
        Finset.disjoint_left.1 (hd j k (hL.mem_erase_iff.1 hj).1) hrj hr), map_zero,
        inner_zero_left, mul_zero]
    rw [z, mul_zero, mul_zero]

/-- For normalised geminals on disjoint sets, each listed once, the pair occupations of two
distinct orbitals have joint expectation zero within a set and `|c_p c_q|²` across sets. -/
theorem joint_occupation (F : CAR a ad vac) (hd : ∀ k l, k ≠ l → Disjoint (s k) (s l))
    (hL : L.Nodup) (hn : ∀ k ∈ L, ∑ p ∈ s k, ‖c p‖ ^ 2 = 1)
    (hk : k ∈ L) (hl : l ∈ L) (hp : p ∈ s k) (hq : q ∈ s l) (hpq : p ≠ q) :
    inner ℂ (Ψ L) (pairOcc a ad p (pairOcc a ad q (Ψ L))) =
      if k = l then 0 else ((‖c p * c q‖ ^ 2 : ℝ) : ℂ) := by
  have comm : ∀ x, pairAn a p (pairCr ad q x) = pairCr ad q (pairAn a p x) := fun x => by
    rw [pairAn, Module.End.mul_apply, annihilator_pair F hpq, annihilator_pair F hpq,
      Module.End.mul_apply]
  change inner ℂ (Ψ L) (pairCr ad p (pairAn a p (pairCr ad q (pairAn a q (Ψ L))))) = _
  -- both pairs are removed on each side of the inner product
  rw [inner_pairCr F, comm, inner_pairCr F, pairAn_gvb F hd hL hk hp,
    pairAn_gvb F hd hL hl hq, map_smul, map_smul]
  split_ifs with h
  · subst h
    have z : pairAn a p (Ψ (L.erase k)) = 0 := by
      rw [pairAn, Module.End.mul_apply, annihilator_gvb F (fun j hj hpj =>
        Finset.disjoint_left.1 (hd j k (hL.mem_erase_iff.1 hj).1) hpj hp), map_zero]
    rw [z, smul_zero, inner_zero_right]
  · have e : (L.erase k).erase l = (L.erase l).erase k := List.erase_comm ..
    rw [pairAn_gvb F hd (hL.erase k) (hL.mem_erase_iff.2 ⟨Ne.symm h, hl⟩) hq,
      pairAn_gvb F hd (hL.erase l) (hL.mem_erase_iff.2 ⟨h, hk⟩) hp, e]
    simp only [inner_smul_left, inner_smul_right]
    rw [gvb_normalised F hd ((hL.erase l).erase k) (fun j hj =>
      hn j (List.mem_of_mem_erase (List.mem_of_mem_erase hj))),
      ← Complex.normSq_eq_norm_sq, ← Complex.mul_conj, map_mul]
    ring

end GVBPairAlgebra
```

```lean
#print axioms GVBPairAlgebra.pair_density
-- 'GVBPairAlgebra.pair_density' depends on axioms: [propext, Classical.choice, Quot.sound]
#print axioms GVBPairAlgebra.joint_occupation
-- 'GVBPairAlgebra.joint_occupation' depends on axioms: [propext, Classical.choice, Quot.sound]
```

## What the two final theorems say

`pair_density` and `joint_occupation` are the two displayed case distinctions. The state `Ψ L` is `gvb ad vac c s L`, where `L` lists geminal labels, `s k` is the set $S_k$ and `c` assigns one amplitude to each orbital. A spin orbital is a pair of an orbital and a Boolean, with `true` for spin up. The names `a` and `ad` stand for the annihilators and for what textbooks write as $a^\dagger$. Mathlib's `inner ℂ x y` is conjugate-linear in `x`, which puts the conjugate on $c_p$.

The hypothesis `CAR a ad vac` contains the adjointness, the anticommutation relations and a unit vacuum killed by every annihilator. It stands for electrons in orthonormal spin orbitals. The step left to the reader is to identify these operators with those of the usual Fock space, which satisfies the relations but is not constructed here.

The other hypotheses are:

- `hd`: sets with different labels are disjoint.
- `hL`: no label is listed twice.
- `hn`: each listed geminal is normalised.
- `hpq`, for joint occupations only: the two orbitals differ.

Each set is finite, but the space `V` may have infinite dimension. A set with a single orbital is allowed and describes an ordinary doubly occupied orbital. The amplitudes are given, not optimised, and every electron belongs to a pair, so open-shell GVB states need more than this.

Disjointness matters even when the product happens to be normalised. Give two different labels the same set $\{1,2\}$, with $c_1=c_2=1/\sqrt2$. Since $(P_p^+)^2=0$, the product is $P_1^+P_2^+$ on the vacuum, a unit vector. Its joint occupation of orbitals 1 and 2 is 1, whereas the formulas would give 0 or $1/4$, depending on the labels chosen. So the formulas can fail when two listed labels carry the same set; the theorems assume that sets with different labels are disjoint.

## From the anticommutators to the expectation values

`annihilator_pair` moves an annihilator past the pair creator of another orbital. Its `linear_combination` adds the two anticommutators with the factors that cancel the signs. `annihilator_gvb` repeats this by induction on the list until the vacuum is reached.

`pairAn_geminal` is the calculation $P_pG_kx=c_px$. Inside it, `h1`, `h2` and `h3` are the three anticommutators used for $P_pP_p^+x=x$, and `Finset.sum_eq_single` keeps only the term with $r=p$. `inner_pairCr` moves a pair creator to the other side of an inner product as a pair annihilator. With these, `gvb_normalised` proves the norm by induction.

`gvb_front` shows that geminals commute and brings a chosen one to the front; `L.erase k` is the list without $k$, so `Ψ (L.erase k)` is $\Psi^{(k)}$. `pairAn_gvb` then gives $P_p\Psi=c_p\Psi^{(k)}$.

In `pair_density`, the first rewrite produces $\overline{c_p}\,c_q\langle\Psi^{(k)}|\Psi^{(l)}\rangle$, and `split_ifs` separates equal from different labels. The equal case uses the norm. In the other case, `z` shows that the overlap is zero by bringing $G_k$ to the front of $\Psi^{(l)}$.

In `joint_occupation`, `comm` exchanges $P_p$ with $P_q^+$, after which one pair has been removed on each side and a second removal remains. Within a set, that removal gives zero. Across sets, `List.erase_comm` identifies the two products left after removing $k$ and $l$ in either order, and `gvb_normalised` supplies their overlap.
